# Facet heights proportional to surface tensions make a crystal's surface energy stationary at fixed volume

A common model for the equilibrium shape of a nanocrystal takes a surface tension $\gamma_i$ (here, the surface energy per unit area) for each facet orientation, often from slab calculations, and places each facet plane at a distance $h_i = c\,\gamma_i$ from a common centre. For a fixed list of facets and a twice continuously differentiable volume, the theorems below show that this placement satisfies the first-order condition for an extremum of the surface energy at constant volume.

## Heights, areas and surface energy

In Lean 4 with Mathlib:

```lean
import Mathlib

open Matrix Topology

namespace WulffConstruction

noncomputable section

variable {ι : Type*} [Fintype ι] [DecidableEq ι]
```

The file imports the Mathlib library. The symbol `ι` stands for a finite set of facet labels, so `ι → ℝ` is the type of real vectors with one component per facet. A vector of heights $h$ has this type, and so does the vector of tensions $\gamma$.

```lean
/-- The vector of partial derivatives of a function of the facet heights. -/
def grad (f : (ι → ℝ) → ℝ) (h : ι → ℝ) : ι → ℝ :=
  fun i => fderiv ℝ f h (Pi.single i 1)
```

`fderiv ℝ f h` is the derivative of $f$ at $h$, taken as a linear map on displacements. `Pi.single i 1` is the unit vector $e_i$. Hence `grad f h i` is $\partial f/\partial h_i$.

For a volume $V$, write $A_i = \partial V/\partial h_i$. Moving facet $i$ outward by $dh_i$ sweeps out the volume $A_i\,dh_i$, so $A_i$ is the facet's area. The file takes this as the definition of area and does not derive it from the geometry of a general polyhedron.

```lean
/-- The matrix of derivatives of the facet areas with respect to the facet heights. -/
def hess (V : (ι → ℝ) → ℝ) (h : ι → ℝ) : Matrix ι ι ℝ :=
  fun i j => grad (fun x => grad V x i) h j
```

This is the Hessian, $H_{ij} = \partial A_i/\partial h_j$.

```lean
/-- The surface energy: facet tensions times facet areas, summed over the facets. -/
def surfaceEnergy (γ : ι → ℝ) (V : (ι → ℝ) → ℝ) (h : ι → ℝ) : ℝ :=
  γ ⬝ᵥ grad V h
```

The sign `⬝ᵥ` is the dot product, so $E(h) = \sum_i \gamma_i A_i(h)$. The tensions are constants: edge and corner energies are left out, as is any dependence of $\gamma_i$ on crystal size.

```lean
/-- A twice continuously differentiable volume on an open cone of facet heights,
which scales with the cube of the size. -/
structure IsVolume (U : Set (ι → ℝ)) (V : (ι → ℝ) → ℝ) : Prop where
  isOpen : IsOpen U
  smooth : ContDiffOn ℝ 2 V U
  cone : ∀ h ∈ U, ∀ t : ℝ, 0 < t → t • h ∈ U
  scaling : ∀ h ∈ U, ∀ t : ℝ, 0 < t → V (t • h) = t ^ 3 * V h
```

`IsVolume U V` collects the assumptions on the volume. The set $U$ of admissible heights is open and closed under scaling by $t>0$. On $U$, $V$ is $C^2$ and obeys $V(th) = t^3V(h)$, as a volume in three dimensions must. For a crystal, $U$ is a range of heights over which the facets keep their identity; the appearance or disappearance of facets is not modelled.

## Euler's relation and the scaling of areas

```lean
/-- The derivative along a displacement is the gradient dotted with the displacement. -/
theorem fderiv_eq_dot (f : (ι → ℝ) → ℝ) (h v : ι → ℝ) :
    fderiv ℝ f h v = grad f h ⬝ᵥ v := by
  have hv : v = ∑ i, v i • (Pi.single i (1 : ℝ) : ι → ℝ) := by
    ext j
    simp [Finset.sum_apply, Pi.single_apply]
  conv_lhs => rw [hv]
  simp only [map_sum, map_smul, smul_eq_mul, dotProduct, grad]
  exact Finset.sum_congr rfl fun i _ => mul_comm _ _
```

The derivative along $v$ is $\nabla f\cdot v$. The proof expands $v=\sum_i v_i e_i$ and uses linearity.

```lean
/-- Euler's relation for a function that scales with the k-th power of the size. -/
theorem euler_relation {f : (ι → ℝ) → ℝ} {h : ι → ℝ} (k : ℕ)
    (hd : DifferentiableAt ℝ f h)
    (hs : ∀ t : ℝ, 0 < t → f (t • h) = t ^ k * f h) :
    grad f h ⬝ᵥ h = k * f h := by
  -- differentiate along the ray t ↦ t h at t = 1
  have hc : HasDerivAt (fun t : ℝ => t • h) h 1 := by
    simpa using (hasDerivAt_id' (1 : ℝ)).smul_const h
  have hf : HasFDerivAt f (fderiv ℝ f h) ((1 : ℝ) • h) := by
    rw [one_smul]
    exact hd.hasFDerivAt
  have h1 := hf.comp_hasDerivAt (1 : ℝ) hc
  have h2 : HasDerivAt (fun t : ℝ => t ^ k * f h) (k * f h) 1 := by
    simpa using (hasDerivAt_pow k (1 : ℝ)).mul_const (f h)
  have ev : (f ∘ fun t : ℝ => t • h) =ᶠ[𝓝 1] fun t => t ^ k * f h := by
    filter_upwards [Ioi_mem_nhds (zero_lt_one : (0 : ℝ) < 1)] with t ht
    exact hs t ht
  rw [← fderiv_eq_dot]
  exact h1.unique (h2.congr_of_eventuallyEq ev)
```

Suppose $f(th)=t^k f(h)$ for all $t>0$. Differentiate both sides with respect to $t$ at $t=1$. The chain rule gives $\nabla f(h)\cdot h$ on the left, and the power rule gives $k f(h)$ on the right:

$$\nabla f(h)\cdot h = k f(h).$$

In the code, `h1` is the derivative of the left-hand side and `h2` that of the right-hand side. The step `ev` records that the two functions agree near $t=1$, and `unique` says that a function has only one derivative at a point.

```lean
variable {U : Set (ι → ℝ)} {V : (ι → ℝ) → ℝ} {h : ι → ℝ}

omit [DecidableEq ι] in
/-- The volume is twice continuously differentiable at every point of the cone. -/
theorem IsVolume.contDiffAt (hV : IsVolume U V) (hh : h ∈ U) : ContDiffAt ℝ 2 V h :=
  hV.smooth.contDiffAt (hV.isOpen.mem_nhds hh)
```

Since $U$ is open, smoothness on $U$ gives smoothness at each of its points.

```lean
/-- Each facet area is differentiable, and the Hessian of the volume is symmetric. -/
theorem area_differentiable_and_hess_symm (hV : IsVolume U V) (hh : h ∈ U) :
    (∀ i, DifferentiableAt ℝ (fun x => grad V x i) h) ∧ (hess V h)ᵀ = hess V h := by
  have hC := hV.contDiffAt hh
  have hD : DifferentiableAt ℝ (fderiv ℝ V) h :=
    (hC.fderiv_right (m := 1) one_add_one_eq_two.le).differentiableAt (by norm_num)
  have hA : ∀ i, HasFDerivAt (fun x => grad V x i)
      ((ContinuousLinearMap.apply ℝ ℝ (Pi.single i (1 : ℝ) : ι → ℝ)).comp
        (fderiv ℝ (fderiv ℝ V) h)) h := fun i =>
    (ContinuousLinearMap.apply ℝ ℝ (Pi.single i (1 : ℝ) : ι → ℝ)).hasFDerivAt.comp h
      hD.hasFDerivAt
  refine ⟨fun i => (hA i).differentiableAt, ?_⟩
  have hsym : IsSymmSndFDerivAt ℝ V h := hC.isSymmSndFDerivAt (by simp)
  ext i j
  change fderiv ℝ (fun x => grad V x j) h (Pi.single i 1)
    = fderiv ℝ (fun x => grad V x i) h (Pi.single j 1)
  rw [(hA i).fderiv, (hA j).fderiv]
  exact hsym _ _
```

Because $V$ is $C^2$, each $A_i$ is differentiable, and the mixed second derivatives agree: $H_{ij}=H_{ji}$. The code writes each entry as a second derivative of $V$ and then applies Mathlib's symmetry theorem through `hsym`.

```lean
/-- Facet areas scale with the square of the size. -/
theorem area_scaling (hV : IsVolume U V) (hh : h ∈ U) {t : ℝ} (ht : 0 < t) (i : ι) :
    grad V (t • h) i = t ^ 2 * grad V h i := by
  let L : (ι → ℝ) →L[ℝ] (ι → ℝ) := t • ContinuousLinearMap.id ℝ (ι → ℝ)
  have hg : HasFDerivAt V (fderiv ℝ V (t • h)) (L h) :=
    ((hV.contDiffAt (hV.cone h hh t ht)).differentiableAt (by norm_num)).hasFDerivAt
  have h1 := hg.comp h L.hasFDerivAt
  have h2 := ((hV.contDiffAt hh).differentiableAt (by norm_num)).hasFDerivAt.const_mul (t ^ 3)
  have ev : (V ∘ L) =ᶠ[𝓝 h] fun x => t ^ 3 * V x := by
    filter_upwards [hV.isOpen.mem_nhds hh] with x hx
    exact hV.scaling x hx t ht
  have h3 := DFunLike.congr_fun (h1.unique (h2.congr_of_eventuallyEq ev)) (Pi.single i 1)
  have h4 : t * grad V (t • h) i = t ^ 3 * grad V h i := by
    change fderiv ℝ V (t • h) (t • Pi.single i 1) = t ^ 3 * grad V h i at h3
    rwa [map_smul, smul_eq_mul] at h3
  apply mul_left_cancel₀ ht.ne'
  rw [h4]
  ring
```

Fix $t>0$ and differentiate $V(tx)=t^3V(x)$ with respect to $x_i$ at $x=h$:

$$t\,A_i(th)=t^3A_i(h), \qquad\text{so}\qquad A_i(th)=t^2A_i(h).$$

The first equation is `h4`; the last lines cancel the factor $t$.

```lean
/-- Heights times areas give three times the volume, and the Hessian applied to the
heights gives twice the areas. -/
theorem volume_euler (hV : IsVolume U V) (hh : h ∈ U) :
    h ⬝ᵥ grad V h = 3 * V h ∧ hess V h *ᵥ h = (2 : ℝ) • grad V h := by
  constructor
  · rw [dotProduct_comm]
    exact_mod_cast euler_relation 3 ((hV.contDiffAt hh).differentiableAt (by norm_num))
      (hV.scaling h hh)
  · ext i
    change grad (fun x => grad V x i) h ⬝ᵥ h = 2 * grad V h i
    exact_mod_cast euler_relation 2 ((area_differentiable_and_hess_symm hV hh).1 i)
      (fun t ht => area_scaling hV hh ht i)
```

Here `*ᵥ` is a matrix acting on a vector and `•` is multiplication by a number. Euler's relation is used twice. With $f=V$ and $k=3$ it gives $h\cdot A=3V$. With $f=A_i$ and $k=2$ it gives $\sum_j H_{ij}h_j=2A_i$, that is,

$$Hh=2A.$$

## The condition for a stationary shape

```lean
/-- The gradient of the surface energy is the Hessian of the volume applied to the
facet tensions. -/
theorem grad_surfaceEnergy (hV : IsVolume U V) (hh : h ∈ U) (γ : ι → ℝ) :
    grad (surfaceEnergy γ V) h = hess V h *ᵥ γ := by
  obtain ⟨hd, hs⟩ := area_differentiable_and_hess_symm hV hh
  have hE : HasFDerivAt (surfaceEnergy γ V)
      (∑ i, γ i • fderiv ℝ (fun x => grad V x i) h) h :=
    HasFDerivAt.fun_sum fun i _ => (hd i).hasFDerivAt.const_mul (γ i)
  ext j
  rw [← hs, grad, hE.fderiv, _root_.sum_apply]
  exact Finset.sum_congr rfl fun i _ => mul_comm _ _
```

Differentiating the energy,

$$\frac{\partial E}{\partial h_j}=\sum_i\gamma_i H_{ij}=(H^{\mathsf T}\gamma)_j=(H\gamma)_j.$$

The symmetry of $H$ enters at the last equality, and in the code through `hs`.

```lean
/-- Surface energy is stationary at fixed volume, with multiplier μ, exactly when the
Hessian annihilates the tensions minus μ/2 times the heights. -/
theorem stationary_iff (hV : IsVolume U V) (hh : h ∈ U) (γ : ι → ℝ) (μ : ℝ) :
    grad (surfaceEnergy γ V) h = μ • grad V h ↔
      hess V h *ᵥ (γ - (μ / 2) • h) = 0 := by
  rw [grad_surfaceEnergy hV hh, Matrix.mulVec_sub, Matrix.mulVec_smul,
    (volume_euler hV hh).2, smul_smul, div_mul_cancel₀ μ two_ne_zero, sub_eq_zero]
```

At fixed volume, the Lagrange condition is $\nabla E=\mu\nabla V$. The multiplier $\mu$ is an energy per unit volume, the rate at which surface energy changes with volume. Since $\nabla E=H\gamma$ and $\nabla V=A=\tfrac12Hh$,

$$\nabla E-\mu\nabla V=H\gamma-\frac{\mu}{2}Hh=H\left(\gamma-\frac{\mu}{2}h\right).$$

One side vanishes exactly when the other does, which is the `↔` of the theorem. The `rw` line performs these substitutions in order.

```lean
/-- Heights proportional to the facet tensions make the surface energy stationary at
fixed volume; the multiplier times the proportionality factor is two. -/
theorem wulff_stationary (hV : IsVolume U V) (γ : ι → ℝ) {c : ℝ} (hc : c ≠ 0)
    (hh : c • γ ∈ U) :
    ∃ μ : ℝ, μ * c = 2 ∧
      grad (surfaceEnergy γ V) (c • γ) = μ • grad V (c • γ) := by
  refine ⟨2 / c, div_mul_cancel₀ 2 hc, (stationary_iff hV hh γ _).2 ?_⟩
  have h1 : 2 / c / 2 * c = 1 := by field_simp
  rw [smul_smul, h1, one_smul, sub_self, Matrix.mulVec_zero]
```

Put $h=c\gamma$ with $c\neq0$ and choose $\mu=2/c$. Then $\gamma-(\mu/2)c\gamma=0$, and the criterion holds whatever $H$ is. The statement says that a number $\mu$ exists with $\mu c=2$ and $\nabla E=\mu\nabla V$ at $c\gamma$, provided that $c\gamma$ lies in $U$.

Wulff's construction is known for giving the shape of least surface energy. What is established here is stationarity, which by itself does not tell a minimum from a saddle point.

```lean
/-- At a stationary shape, twice the surface energy is three times the multiplier
times the volume. -/
theorem energy_of_stationary (hV : IsVolume U V) (hh : h ∈ U) {γ : ι → ℝ} {μ : ℝ}
    (hst : grad (surfaceEnergy γ V) h = μ • grad V h) :
    2 * surfaceEnergy γ V h = 3 * μ * V h := by
  have h1 := congrArg (fun w => h ⬝ᵥ w) hst
  simp only [grad_surfaceEnergy hV hh] at h1
  rw [Matrix.dotProduct_mulVec, ← Matrix.mulVec_transpose,
    (area_differentiable_and_hess_symm hV hh).2, (volume_euler hV hh).2,
    smul_dotProduct, dotProduct_smul, (volume_euler hV hh).1, dotProduct_comm] at h1
  simp only [smul_eq_mul] at h1
  unfold surfaceEnergy
  linarith
```

Take the dot product of $\nabla E=\mu\nabla V$ with $h$. The left side is $h\cdot H\gamma=(Hh)\cdot\gamma=2A\cdot\gamma=2E$. The right side is $\mu\,h\cdot A=3\mu V$. Therefore

$$2E=3\mu V$$

at every stationary shape. The long `rw` moves $H$ from $\gamma$ to $h$ by symmetry and inserts the two Euler relations.

## From a stationary shape back to the tensions

```lean
/-- If every zero mode of the Hessian is N applied to some vector, the tensions at a stationary
shape are μ/2 times the heights plus N applied to some vector a. -/
theorem wulff_converse (hV : IsVolume U V) (hh : h ∈ U) {γ : ι → ℝ} {μ : ℝ}
    (N : Matrix ι (Fin 3) ℝ) (hN : ∀ v, hess V h *ᵥ v = 0 → ∃ a, v = N *ᵥ a)
    (hst : grad (surfaceEnergy γ V) h = μ • grad V h) :
    ∃ a, γ = (μ / 2) • h + N *ᵥ a := by
  obtain ⟨a, ha⟩ := hN _ ((stationary_iff hV hh γ μ).1 hst)
  exact ⟨a, by rw [← ha]; abel⟩
```

Let the rows of $N$ be the outward unit normals $n_i$ of the facets. Translating the crystal by $a$ changes each height by $n_i\cdot a$, so the height vector changes by $Na$. A translation leaves every area unchanged, and is thus a zero mode of $H$ for a real polyhedron.

The hypothesis `hN` says that there are no other zero modes: any small change of heights that preserves all areas to first order is a translation. This is assumed for the shape in question, not derived. The stationarity criterion makes $\gamma-(\mu/2)h$ a zero mode, so

$$\gamma=\frac{\mu}{2}h+Na$$

for some $a$. When $\mu\neq0$, the heights are proportional to the tensions after a shift of origin. The theorem accepts any matrix `N` that satisfies `hN`; reading its rows as normals is the physical interpretation.

## A box that meets the assumptions

```lean
/-- The volume of a rectangular box as a function of its six facet heights. -/
def boxVolume (h : Fin 6 → ℝ) : ℝ := (h 0 + h 1) * (h 2 + h 3) * (h 4 + h 5)
```

Facets 0 and 1 are opposite, as are 2 and 3, and 4 and 5. Each edge length is the sum of two opposite heights, and the volume is their product.

```lean
/-- The outward unit normals of the box, one per row. -/
def boxNormals : Matrix (Fin 6) (Fin 3) ℝ :=
  !![1, 0, 0; -1, 0, 0; 0, 1, 0; 0, -1, 0; 0, 0, 1; 0, 0, -1]
```

The rows are the normals $\pm\hat x,\pm\hat y,\pm\hat z$, in the order of the facet labels.

```lean
/-- The box volume satisfies `IsVolume` on the whole space, and at equal unit heights every zero
mode of its Hessian is the matrix of box normals applied to some vector. -/
theorem wulff_converse_witness :
    IsVolume Set.univ boxVolume ∧
      ∀ v, hess boxVolume (fun _ => 1) *ᵥ v = 0 → ∃ a, v = boxNormals *ᵥ a := by
  refine ⟨⟨isOpen_univ, ?_, fun _ _ _ _ => Set.mem_univ _, ?_⟩, fun v hv => ?_⟩
  · unfold boxVolume
    fun_prop
  · intro h _ t _
    simp only [boxVolume, Pi.smul_apply, smul_eq_mul]
    ring
  have pair : ∀ (i j : Fin 6) (x : Fin 6 → ℝ), HasFDerivAt (fun y : Fin 6 → ℝ => y i + y j)
      (ContinuousLinearMap.proj (R := ℝ) (φ := fun _ : Fin 6 => ℝ) i +
        ContinuousLinearMap.proj (R := ℝ) (φ := fun _ : Fin 6 => ℝ) j) x :=
    fun i j x => (hasFDerivAt_apply i x).fun_add (hasFDerivAt_apply j x)
  have hb : ∀ x w : Fin 6 → ℝ, fderiv ℝ boxVolume x w =
      (w 0 + w 1) * ((x 2 + x 3) * (x 4 + x 5)) + (w 2 + w 3) * ((x 0 + x 1) * (x 4 + x 5))
        + (w 4 + w 5) * ((x 0 + x 1) * (x 2 + x 3)) := by
    intro x w
    have d : HasFDerivAt boxVolume _ x := ((pair 0 1 x).mul (pair 2 3 x)).mul (pair 4 5 x)
    rw [d.fderiv]
    simp
    ring
  -- each pair of opposite facets gives one linear condition on the zero mode
  have q : ∀ i k l m n : Fin 6,
      (∀ x, grad boxVolume x i = (x k + x l) * (x m + x n)) →
      v k + v l + (v m + v n) = 0 := by
    intro i k l m n hq
    have e : fderiv ℝ (fun x => grad boxVolume x i) (fun _ => 1) v = 0 := by
      rw [fderiv_eq_dot]
      exact congrFun hv i
    have d : HasFDerivAt (fun x : Fin 6 → ℝ => (x k + x l) * (x m + x n)) _ (fun _ => 1) :=
      (pair k l _).mul (pair m n _)
    rw [funext hq, d.fderiv] at e
    simp at e
    linarith
  have e0 := q 0 2 3 4 5 (fun x => by simp [grad, hb])
  have e2 := q 2 0 1 4 5 (fun x => by simp [grad, hb])
  have e4 := q 4 0 1 2 3 (fun x => by simp [grad, hb])
  refine ⟨![v 0, v 2, v 4], ?_⟩
  ext i
  fin_cases i <;> simp [boxNormals, Matrix.mulVec, dotProduct, Fin.sum_univ_succ] <;> linarith

end

end WulffConstruction
```

The first part says that the box volume satisfies `IsVolume` with $U$ the whole space `Set.univ`. The formula has the required properties for all heights, but only heights that give three positive edge lengths describe an actual box. The second verifies the zero-mode hypothesis when all heights are 1, which is a cube of edge 2.

By hand, the area of facet 0 is $A_0=(h_2+h_3)(h_4+h_5)$. Its first-order change under a displacement $v$ of the cube's heights is $2(v_2+v_3)+2(v_4+v_5)$. For a zero mode this vanishes, and facets 2 and 4 give the analogous conditions:

$$\begin{aligned}
(v_2+v_3)+(v_4+v_5)&=0,\\
(v_0+v_1)+(v_4+v_5)&=0,\\
(v_0+v_1)+(v_2+v_3)&=0.
\end{aligned}$$

Together they force $v_1=-v_0$, $v_3=-v_2$ and $v_5=-v_4$, which is a translation by $a=(v_0,v_2,v_4)$.

In the code, `hb` computes the derivative of the volume, `q` produces one condition per call, and `e0`, `e2` and `e4` are the three equations. The last line checks the six components of $v=Na$ one at a time.

```lean
#print axioms WulffConstruction.wulff_stationary
-- 'WulffConstruction.wulff_stationary' depends on axioms: [propext, Classical.choice, Quot.sound]
#print axioms WulffConstruction.energy_of_stationary
-- 'WulffConstruction.energy_of_stationary' depends on axioms: [propext, Classical.choice, Quot.sound]
#print axioms WulffConstruction.wulff_converse
-- 'WulffConstruction.wulff_converse' depends on axioms: [propext, Classical.choice, Quot.sound]
```
